# A nonzero imaginary-time checkerboard step on the uniform four-site hopping plaquette is exact if and only if the flux is a multiple of \(2\pi\)

Take a square with corners 1, 2, 3, 4 and look at a single matrix element, from corner 3 to corner 1. Let \(A\) hop along bonds 12 and 34, and \(B\) along bonds 23 and 41, all with unit amplitude except for a phase on bond 41: \(B_{14}=e^{-i\varphi}\). The product \(AB\) reaches corner 1 through corner 2, and \(BA\) reaches it through corner 4:

\[
(AB-BA)_{13}=A_{12}B_{23}-B_{14}A_{43}=1-e^{-i\varphi}.
\]

Its modulus is \(2|\sin(\varphi/2)|\). The two routes enclose the plaquette, so the flux \(\varphi\) decides whether they cancel.

```lean
import Mathlib

open Matrix

namespace CheckerboardPlaquette

noncomputable section
```

The matrices act on the amplitudes of one particle. Site \(j\) is Lean's index \(j-1\) in `Fin 4`.

```lean
/-- Unit hopping on the bonds 12 and 34 of the four-site plaquette. -/
def hopA : Matrix (Fin 4) (Fin 4) ℂ :=
  !![0, 1, 0, 0; 1, 0, 0, 0; 0, 0, 0, 1; 0, 0, 1, 0]
```

The phase on bond 41 is the Peierls phase of a magnetic flux through the square, in radians. The reverse hop carries the conjugate phase, \(B_{41}=e^{i\varphi}\).

```lean
/-- Unit hopping on the bonds 23 and 41, where bond 41 carries the flux `φ` as a phase. -/
def hopB (φ : ℝ) : Matrix (Fin 4) (Fin 4) ℂ :=
  !![0, 0, 0, Complex.exp (-(φ * Complex.I)); 0, 0, 1, 0; 0, 1, 0, 0;
    Complex.exp (φ * Complex.I), 0, 0, 0]
```

Write \(C=AB-BA\) for the commutator.

```lean
/-- The commutator `AB - BA` of the two bond groups. -/
def bondCommutator (φ : ℝ) : Matrix (Fin 4) (Fin 4) ℂ :=
  hopA * hopB φ - hopB φ * hopA
```

For the Hamiltonian \(-(A+B)\), the real number \(t\) is the imaginary-time step in units of the inverse hopping amplitude. The split propagator is \(S=e^{tA}e^{tB}\).

```lean
/-- The checkerboard step `exp(tA) exp(tB)`. -/
def splitStep (φ t : ℝ) : Matrix (Fin 4) (Fin 4) ℂ :=
  NormedSpace.exp ((t : ℂ) • hopA) * NormedSpace.exp ((t : ℂ) • hopB φ)
```

The propagator it replaces is \(X=e^{t(A+B)}\).

```lean
/-- The unsplit step `exp(t(A+B))`. -/
def exactStep (φ t : ℝ) : Matrix (Fin 4) (Fin 4) ℂ :=
  NormedSpace.exp ((t : ℂ) • (hopA + hopB φ))
```

## Each bond group exponentiates in closed form

Every site belongs to exactly one bond of \(A\), so hopping twice returns the particle: \(A^2=1\). The matrix is real and symmetric, hence \(A^\dagger=A\). Lean checks both entry by entry.

```lean
/-- The hopping matrix of the bonds 12 and 34 is Hermitian and squares to one. -/
theorem hopA_hermitian_sq : hopAᴴ = hopA ∧ hopA * hopA = 1 := by
  constructor <;> ext i j <;> fin_cases i <;> fin_cases j <;>
    simp [hopA, Matrix.mul_apply, Fin.sum_univ_four]
```

For \(B\), a return trip over bond 41 gives \(e^{i\varphi}e^{-i\varphi}=1\), so \(B^\dagger=B\) and \(B^2=1\) at every flux.

```lean
/-- The hopping matrix of the bonds 23 and 41 is Hermitian and squares to one at every flux. -/
theorem hopB_hermitian_sq (φ : ℝ) : (hopB φ)ᴴ = hopB φ ∧ hopB φ * hopB φ = 1 := by
  constructor
  · ext i j
    fin_cases i <;> fin_cases j <;> simp [hopB, ← Complex.exp_conj]
  · ext i j
    fin_cases i <;> fin_cases j <;>
      simp [hopB, Matrix.mul_apply, Fin.sum_univ_four, ← Complex.exp_add]
```

If \(M^2=1\), even powers of \(M\) are 1 and odd powers are \(M\), so

\[
e^{zM}=\sum_k\frac{z^{2k}}{(2k)!}+M\sum_k\frac{z^{2k+1}}{(2k+1)!}=\cosh z+\sinh z\,M .
\]

In the proof, `he` and `ho` are these two sums, and `HasSum.even_add_odd` joins them.

```lean
/-- A matrix `M` that squares to one has the exponential `exp(zM) = cosh z + sinh z M`
for every complex `z`. -/
theorem exp_of_sq_eq_one {n : Type*} [Fintype n] [DecidableEq n] (M : Matrix n n ℂ)
    (hM : M * M = 1) (z : ℂ) :
    NormedSpace.exp (z • M) = Complex.cosh z • (1 : Matrix n n ℂ) + Complex.sinh z • M := by
  -- even powers of `M` are one, odd powers are `M`
  have he : HasSum (fun k : ℕ => (((2 * k).factorial : ℂ)⁻¹) • (z • M) ^ (2 * k))
      (Complex.cosh z • (1 : Matrix n n ℂ)) := by
    have h := (Complex.hasSum_cosh z).smul_const (1 : Matrix n n ℂ)
    refine (congrArg (fun f => HasSum f _) (funext fun k => ?_)).mpr h
    rw [smul_pow, pow_mul M, sq M, hM, one_pow, smul_smul, div_eq_inv_mul]
  have ho : HasSum (fun k : ℕ => (((2 * k + 1).factorial : ℂ)⁻¹) • (z • M) ^ (2 * k + 1))
      (Complex.sinh z • M) := by
    have h := (Complex.hasSum_sinh z).smul_const M
    refine (congrArg (fun f => HasSum f _) (funext fun k => ?_)).mpr h
    rw [smul_pow, pow_succ M, pow_mul M, sq M, hM, one_pow, one_mul, smul_smul,
      div_eq_inv_mul]
  have h := HasSum.even_add_odd
    (f := fun k : ℕ => ((k.factorial : ℂ)⁻¹) • (z • M) ^ k) he ho
  rw [congrFun (NormedSpace.exp_eq_tsum ℂ) (z • M)]
  exact h.tsum_eq
```

In a determinant Monte Carlo time slice, multiplying a matrix \(G\) from the left by \(e^{tB}\) therefore only mixes rows in pairs. On bond 41, row 1 becomes \(\cosh t\,G_1+e^{-i\varphi}\sinh t\,G_4\), and row 4 becomes \(\cosh t\,G_4+e^{i\varphi}\sinh t\,G_1\), both computed from the old rows.

## The commutator measures the flux

Only opposite corners are connected by \(C\):

\[
C_{13}=1-e^{-i\varphi},\quad C_{31}=e^{i\varphi}-1,\quad C_{24}=-C_{13},\quad C_{42}=-C_{31}.
\]

Hence \(C^2\) is diagonal, with every diagonal entry equal to

\[
(1-e^{-i\varphi})(e^{i\varphi}-1)=2\cos\varphi-2=-4\sin^2(\varphi/2).
\]

In Lean, `hC` computes the entries, while `h1` and `h2` supply the product and the sum of the two phases.

```lean
/-- The square of the commutator is the number `-4 sin²(φ/2)` times the identity. -/
theorem bondCommutator_sq (φ : ℝ) : bondCommutator φ * bondCommutator φ =
    (-(4 * (Real.sin (φ / 2) : ℂ) ^ 2)) • (1 : Matrix (Fin 4) (Fin 4) ℂ) := by
  have h1 : Complex.exp (φ * Complex.I) * Complex.exp (-(φ * Complex.I)) = 1 := by
    rw [← Complex.exp_add, add_neg_cancel, Complex.exp_zero]
  have hcos : Real.cos φ = 1 - 2 * Real.sin (φ / 2) ^ 2 := by
    have h := Real.cos_two_mul (φ / 2)
    rw [show 2 * (φ / 2) = φ by ring] at h
    linarith [Real.sin_sq_add_cos_sq (φ / 2)]
  have h2 : Complex.exp (φ * Complex.I) + Complex.exp (-(φ * Complex.I)) =
      2 - 4 * (Real.sin (φ / 2) : ℂ) ^ 2 := by
    have hc : Complex.cos φ = 1 - 2 * (Real.sin (φ / 2) : ℂ) ^ 2 := by
      rw [← Complex.ofReal_cos, hcos]
      push_cast
      ring
    rw [← neg_mul, Complex.exp_mul_I, Complex.exp_mul_I, Complex.cos_neg, Complex.sin_neg]
    linear_combination 2 * hc
  unfold bondCommutator hopA hopB
  generalize Complex.exp (φ * Complex.I) = e at h1 h2 ⊢
  generalize Complex.exp (-(φ * Complex.I)) = e' at h1 h2 ⊢
  generalize (Real.sin (φ / 2) : ℂ) = s at h2 ⊢
  -- the commutator only connects opposite corners
  have hC : !![0, 1, 0, 0; 1, 0, 0, 0; 0, 0, 0, 1; 0, 0, 1, 0] *
        !![0, 0, 0, e'; 0, 0, 1, 0; 0, 1, 0, 0; e, 0, 0, 0] -
      !![0, 0, 0, e'; 0, 0, 1, 0; 0, 1, 0, 0; e, 0, 0, 0] *
        !![0, 1, 0, 0; 1, 0, 0, 0; 0, 0, 0, 1; 0, 0, 1, 0] =
      !![0, 0, 1 - e', 0; 0, 0, 0, e' - 1; e - 1, 0, 0, 0; 0, 1 - e, 0, 0] := by
    ext i j
    fin_cases i <;> fin_cases j <;> simp
  rw [hC]
  ext i j
  fin_cases i <;> fin_cases j <;> simp [Matrix.mul_apply, Fin.sum_univ_four] <;>
    linear_combination h2 - h1
```

With \(c=\cosh t\) and \(s=\sinh t\),

\[
S=(c+sA)(c+sB)=c^2+cs(A+B)+s^2AB .
\]

The adjoint reverses the factors and changes only the last term, to \(s^2BA\). Therefore \(S-S^\dagger=s^2C\).

```lean
/-- The checkerboard step differs from its adjoint by `sinh²(t)` times the commutator. -/
theorem splitStep_sub_adjoint (φ t : ℝ) : splitStep φ t - (splitStep φ t)ᴴ =
    ((Real.sinh t : ℂ) ^ 2) • bondCommutator φ := by
  have ht : star (t : ℂ) = t := Complex.conj_ofReal t
  unfold splitStep bondCommutator
  -- taking the adjoint reverses the order of the two factors
  rw [Matrix.conjTranspose_mul, ← Matrix.exp_conjTranspose, ← Matrix.exp_conjTranspose,
    Matrix.conjTranspose_smul, Matrix.conjTranspose_smul, ht, hopA_hermitian_sq.1,
    (hopB_hermitian_sq φ).1, exp_of_sq_eq_one _ hopA_hermitian_sq.2,
    exp_of_sq_eq_one _ (hopB_hermitian_sq φ).2, Complex.ofReal_sinh]
  simp only [mul_add, add_mul, smul_mul_assoc, mul_smul_comm, one_mul, mul_one]
  module
```

The exponent \(t(A+B)\) is Hermitian for real \(t\), and so is \(X\).

```lean
/-- The unsplit step is Hermitian. -/
theorem exactStep_hermitian (φ t : ℝ) : (exactStep φ t)ᴴ = exactStep φ t := by
  have ht : star (t : ℂ) = t := Complex.conj_ofReal t
  unfold exactStep
  rw [← Matrix.exp_conjTranspose, Matrix.conjTranspose_smul, ht, Matrix.conjTranspose_add,
    hopA_hermitian_sq.1, (hopB_hermitian_sq φ).1]

open scoped Matrix.Norms.L2Operator
```

From here on `‖·‖` is the L2 operator norm, the largest singular value. Since \(C^\dagger=-C\), the C*-identity gives

\[
\|C\|^2=\|C^\dagger C\|=\|C^2\|=4\sin^2(\varphi/2),
\]

and both sides have nonnegative roots.

```lean
/-- The spectral norm of `AB - BA` is `2 |sin(φ/2)|`. -/
theorem norm_bondCommutator (φ : ℝ) : ‖bondCommutator φ‖ = 2 * |Real.sin (φ / 2)| := by
  have hstar : star (bondCommutator φ) = -bondCommutator φ := by
    rw [Matrix.star_eq_conjTranspose]
    unfold bondCommutator
    rw [Matrix.conjTranspose_sub, Matrix.conjTranspose_mul, Matrix.conjTranspose_mul,
      hopA_hermitian_sq.1, (hopB_hermitian_sq φ).1, neg_sub]
  have hc : ‖-(4 * (Real.sin (φ / 2) : ℂ) ^ 2)‖ = 4 * Real.sin (φ / 2) ^ 2 := by
    rw [norm_neg, norm_mul, norm_pow, Complex.norm_real, Real.norm_eq_abs, sq_abs]
    norm_num
  -- the C*-identity turns the square of the commutator into its norm
  have h := CStarRing.norm_star_mul_self (x := bondCommutator φ)
  rw [hstar, neg_mul, norm_neg, bondCommutator_sq, norm_smul, hc, CStarRing.norm_one,
    mul_one] at h
  refine (sq_eq_sq₀ (norm_nonneg _) (by positivity)).mp ?_
  rw [mul_pow, sq_abs]
  linarith
```

## A lower bound on the error settles exactness

Let \(E=S-X\). The Hermitian \(X\) drops out of \(E-E^\dagger=s^2C\), and the triangle inequality gives

\[
2\|E\|\ge\|E-E^\dagger\|=2\sinh^2(t)\,|\sin(\varphi/2)|.
\]

```lean
/-- The error of one checkerboard step has spectral norm at least `sinh²(t) |sin(φ/2)|`. -/
theorem splitting_error_ge (φ t : ℝ) :
    Real.sinh t ^ 2 * |Real.sin (φ / 2)| ≤ ‖splitStep φ t - exactStep φ t‖ := by
  -- the unsplit step is Hermitian and drops out of the anti-Hermitian part
  have h : (splitStep φ t - exactStep φ t) - star (splitStep φ t - exactStep φ t) =
      ((Real.sinh t : ℂ) ^ 2) • bondCommutator φ := by
    rw [← splitStep_sub_adjoint, star_sub, Matrix.star_eq_conjTranspose,
      Matrix.star_eq_conjTranspose, exactStep_hermitian]
    abel
  have hn := norm_sub_le (splitStep φ t - exactStep φ t)
    (star (splitStep φ t - exactStep φ t))
  rw [h, norm_star, norm_smul, norm_bondCommutator, norm_pow, Complex.norm_real,
    Real.norm_eq_abs, sq_abs] at hn
  linarith
```

If \(E=0\) at some \(t\neq0\), then \(\sinh t\neq0\) forces \(\sin(\varphi/2)=0\), so \(\varphi=2\pi n\) with \(n\) an integer. Conversely, at such a flux \(\|C\|=0\), so \(A\) and \(B\) commute and their exponentials combine.

It would be wrong to argue the first direction from \(C\neq0\) alone. The matrices \(\begin{pmatrix}0&0\\0&2\pi i\end{pmatrix}\) and \(\begin{pmatrix}0&1\\0&2\pi i\end{pmatrix}\) do not commute, yet their exponentials and that of their sum are all the identity. Here the Hermiticity of \(A\) and \(B\), together with real \(t\), excludes such coincidences.

```lean
/-- At any single nonzero `t`, the checkerboard step is exact if and only if the flux is a
multiple of `2π`. -/
theorem splitStep_exact_iff (φ t : ℝ) (ht : t ≠ 0) :
    splitStep φ t = exactStep φ t ↔ ∃ n : ℤ, φ = n * (2 * Real.pi) := by
  constructor
  · intro h
    have hb := splitting_error_ge φ t
    rw [h, sub_self, norm_zero] at hb
    have hs : 0 < Real.sinh t ^ 2 := by
      have : Real.sinh t ≠ 0 := fun h0 => ht (Real.sinh_eq_zero.mp h0)
      positivity
    have h0 : |Real.sin (φ / 2)| ≤ 0 := by
      by_contra hlt
      exact absurd hb (not_le_of_gt (mul_pos hs (lt_of_not_ge hlt)))
    obtain ⟨n, hn⟩ := Real.sin_eq_zero_iff.mp (abs_nonpos_iff.mp h0)
    exact ⟨n, by linarith⟩
  · rintro ⟨n, hn⟩
    have hsin : Real.sin (φ / 2) = 0 :=
      Real.sin_eq_zero_iff.mpr ⟨n, by rw [hn]; ring⟩
    -- at this flux the bond groups commute
    have hC : bondCommutator φ = 0 := by
      apply norm_eq_zero.mp
      rw [norm_bondCommutator, hsin, abs_zero, mul_zero]
    have hcomm : Commute hopA (hopB φ) := sub_eq_zero.mp hC
    unfold splitStep exactStep
    rw [smul_add]
    exact (Matrix.exp_add_of_commute _ _
      ((hcomm.smul_left (t : ℂ)).smul_right (t : ℂ))).symm
```

For the statement over all real \(t\), the forward direction needs only \(t=1\). In the converse, \(t=0\) is treated separately, where both propagators are the identity.

For this single non-interacting plaquette, the result says when the checkerboard splitting of the hopping propagator introduces no time-step error. It gives no upper bound on the error at other fluxes, and it does not treat larger lattices, where neighbouring plaquettes share bonds.

```lean
/-- The identity `exp(tA) exp(tB) = exp(t(A+B))` holds on the plaquette for all real `t` if and
only if the flux is a multiple of `2π`. -/
theorem checkerboard_exact_iff (φ : ℝ) :
    (∀ t : ℝ, splitStep φ t = exactStep φ t) ↔ ∃ n : ℤ, φ = n * (2 * Real.pi) := by
  constructor
  · intro h
    exact (splitStep_exact_iff φ 1 one_ne_zero).mp (h 1)
  · intro h t
    by_cases ht : t = 0
    · subst ht
      simp [splitStep, exactStep]
    · exact (splitStep_exact_iff φ t ht).mpr h

end

end CheckerboardPlaquette
```

```lean
#print axioms CheckerboardPlaquette.splitStep_exact_iff
#print axioms CheckerboardPlaquette.checkerboard_exact_iff
```

```
'CheckerboardPlaquette.splitStep_exact_iff' depends on axioms: [propext, Classical.choice, Quot.sound]
'CheckerboardPlaquette.checkerboard_exact_iff' depends on axioms: [propext, Classical.choice, Quot.sound]
```
